# In an inversion-symmetric crystal, odd-order k·p terms vanish within a band subspace of definite parity

Q: You represent inversion by an element $J$ of an abstract complex algebra. Where are the crystal, the Bloch functions and the spin?

A: They enter through the choice of algebra $A$. For k·p theory about $\Gamma$ in diamond, take operators on the cell-periodic functions, with spin included, and let $J$ be inversion about a bond midpoint. The argument uses only products, sums and complex multiples of operators, so the number of bands doesn't matter. Unbounded operators raise domain questions that an algebra doesn't address; a finite band basis avoids them.

```lean
import Mathlib

open Matrix

namespace InversionKP

noncomputable section

variable {A : Type*} [Ring A] [Algebra ℂ A]
```

Q: And perturbation theory?

A: A term of the expansion is a product $X_n = V_0R_1V_1\cdots R_nV_n$, placed between two copies of the band projector $P$. The $V_i$ are couplings and the $R_i$ are resolvents, which carry the energy denominators. There are $n+1$ couplings, so even $n$ means odd order. In Lean the product is `chain V R n`; `R 0` is never used.

```lean
/-- The perturbation chain `V₀ R₁ V₁ ⋯ Rₙ Vₙ`, with `n + 1` couplings `V` and
`n` intermediate operators `R`. -/
def chain {A : Type*} [Ring A] (V R : ℕ → A) : ℕ → A
  | 0 => V 0
  | n + 1 => chain V R n * R (n + 1) * V (n + 1)
```

The coupling at wave vector $k$ is $V(k)=\sum_a k_a\pi_a$, with $\hbar/m$ absorbed into the momentum operators $\pi_a$. The spin-orbit part of $\pi_a$ may be included, since it is also odd under inversion.

```lean
/-- The k·p coupling `∑ₐ kₐ πₐ` at wave vector `k`, for momentum operators `πₐ`. -/
def kpCoupling (π : Fin 3 → A) (k : Fin 3 → ℝ) : A :=
  ∑ a, (k a : ℂ) • π a
```

`bandSeries` adds one such term for each number of couplings from 1 to $N$. Each order has its own intermediate operators, and these don't depend on $k$.

```lean
/-- A k·p series in the band subspace `P`: the sum of one term `P V(k) R V(k) ⋯ R V(k) P` for each
number of couplings from 1 to `N`, where each order has its own intermediate operators. -/
def bandSeries (P : A) (π : Fin 3 → A) (R : ℕ → ℕ → A) (N : ℕ) (k : Fin 3 → ℝ) : A :=
  ∑ n ∈ Finset.range N, P * chain (fun _ => kpCoupling π k) (R n) n * P
```

Q: Degenerate perturbation theory also has terms such as $PVR^2VPVP$. Are they covered?

A: Each such term is covered as a chain. An `R i` need not be a resolvent; it only has to commute with $J$. Both $R^2$ and $P$ do. `bandSeries` has just one chain per order, while the degenerate expansion can have several; for that expansion, apply the chain theorems below to each term and add the results. The free-electron energy $\hbar^2k^2/2m$ is left out, but it is a number, even in $k$, that shifts all bands together.

Q: Then show me the cancellation by hand.

A: The assumptions are $J^2=1$, $JP=PJ=sP$, $JV_i=-V_iJ$ and $JR_i=R_iJ$, where $s$ is the parity of the bands. Move $J$ from left to right through $X_n$. Each coupling gives a factor $-1$ and each resolvent gives none, so

$$JX_n=(-1)^{n+1}X_nJ.$$

For even $n$ this reads $JX_n=-X_nJ$. Now evaluate $PJX_nP$ in two ways. Acting to the left, $J$ gives $sPX_nP$. Moved to the right, it gives $-PX_nJP=-sPX_nP$. Hence $2sPX_nP=0$, and so $sPX_nP=0$. Finally $s^2P=PJ^2=P$, which gives

$$PX_nP=s^2PX_nP=s\,(sPX_nP)=0.$$

Q: How does Lean carry the sign through the chain?

A: By induction on $n$. The case $n=0$ is the oddness of $V_0$. In the step, the `calc` block uses the induction hypothesis for the shorter chain, then passes $J$ through `R (n + 1)` with `hR` and through `V (n + 1)` with `hV`, which supplies one more minus sign.

```lean
/-- Moving inversion through a chain of `n + 1` odd couplings and even intermediate
operators gives the sign `(-1)^(n+1)`. -/
theorem chain_parity {J : A} {V R : ℕ → A}
    (hV : ∀ i, J * V i = -(V i * J)) (hR : ∀ i, J * R i = R i * J) (n : ℕ) :
    J * chain V R n = (-1 : ℂ) ^ (n + 1) • (chain V R n * J) := by
  induction n with
  | zero => simp [chain, hV]
  | succ n ih =>
    calc J * (chain V R n * R (n + 1) * V (n + 1))
        = (J * chain V R n) * R (n + 1) * V (n + 1) := by simp only [mul_assoc]
      _ = (-1 : ℂ) ^ (n + 1) • (chain V R n * (J * R (n + 1)) * V (n + 1)) := by
          rw [ih]; simp only [smul_mul_assoc, mul_assoc]
      _ = (-1 : ℂ) ^ (n + 1) • (chain V R n * R (n + 1) * (J * V (n + 1))) := by
          rw [hR]; simp only [mul_assoc]
      _ = (-1 : ℂ) ^ (n + 1 + 1) • (chain V R n * R (n + 1) * V (n + 1) * J) := by
          rw [hV, pow_succ (-1 : ℂ) (n + 1)]
          simp only [mul_neg, mul_one, neg_smul, smul_neg, mul_assoc]
```

The two-way evaluation is a separate lemma. It allows different subspaces $P$ and $Q$ of the same parity, and any odd operator $X$ between them. In its proof, `h1` is the equation $sPXQ=-sPXQ$, `h2` halves it to get zero, and `h3` is $s^2P=P$.

```lean
/-- Parity selection rule: an operator that is odd under inversion does not connect
two subspaces of the same parity `s`. -/
theorem parity_selection_rule {J P Q X : A} {s : ℂ} (hJ : J * J = 1)
    (hP : P * J = s • P) (hQ : J * Q = s • Q) (hX : J * X = -(X * J)) :
    P * X * Q = 0 := by
  -- Let inversion act first on the left subspace, then on the right one.
  have h1 : s • (P * X * Q) = -(s • (P * X * Q)) := by
    calc s • (P * X * Q) = (s • P) * X * Q := by simp only [smul_mul_assoc]
      _ = P * (J * X) * Q := by rw [← hP]; simp only [mul_assoc]
      _ = -(P * X * (J * Q)) := by
          rw [hX]; simp only [mul_neg, neg_mul, mul_assoc]
      _ = -(s • (P * X * Q)) := by rw [hQ, mul_smul_comm]
  have h2 : s • (P * X * Q) = 0 := by
    linear_combination (norm := module) (1 / 2 : ℂ) • h1
  -- Inverting twice does nothing, so the factor `s` can be removed.
  have h3 : s • s • P = P := by
    calc s • s • P = P * J * J := by rw [hP, smul_mul_assoc, hP]
      _ = P := by rw [mul_assoc, hJ, mul_one]
  calc P * X * Q = (s • s • P) * X * Q := by rw [h3]
    _ = s • (s • (P * X * Q)) := by simp only [smul_mul_assoc]
    _ = 0 := by rw [h2, smul_zero]
```

Q: Your `s` is an arbitrary complex number. Parity is $\pm1$.

A: For nonzero $P$, the relation $s^2P=P$ forces $s=\pm1$, so nothing is lost by not assuming it. Nor is $P^2=P$ needed. What matters physically is that all states in $P$ have the same parity: a subspace containing both even and odd bands has no single $s$, and odd-order terms can connect the two kinds.

The main theorem combines the lemmas. Its hypotheses `hV` and `hR` say that the couplings are odd and the resolvents even; the latter holds when the unperturbed Hamiltonian is inversion symmetric. For even `n`, the sign $(-1)^{n+1}$ reduces to $-1$ and the selection rule applies.

```lean
/-- With inversion symmetry, the term `P V₀ R₁ V₁ ⋯ Rₙ Vₙ P` vanishes for every even `n`,
that is, for every odd number of couplings, in a band subspace of definite parity. -/
theorem odd_order_vanishes {J P : A} {s : ℂ} {V R : ℕ → A} (hJ : J * J = 1)
    (hJP : J * P = s • P) (hPJ : P * J = s • P)
    (hV : ∀ i, J * V i = -(V i * J)) (hR : ∀ i, J * R i = R i * J)
    {n : ℕ} (hn : Even n) :
    P * chain V R n * P = 0 := by
  apply parity_selection_rule hJ hPJ hJP
  rw [chain_parity hV hR n, hn.add_one.neg_one_pow, neg_smul, one_smul]
```

Q: Where is Dresselhaus coupling in this?

A: Its cubic terms come from third-order products $P\pi_aR_1\pi_bR_2\pi_cP$. The next theorem makes each of these zero, for every choice of directions $a,b,c$. The proof takes $n=2$ and selects the three momenta and two resolvents by index.

```lean
/-- With inversion symmetry, every third-order k·p product `P πₐ R₁ π_b R₂ π_c P` vanishes in a band
subspace of definite parity. -/
theorem cubic_tensor_vanishes {J P R₁ R₂ : A} {s : ℂ} {π : Fin 3 → A} (hJ : J * J = 1)
    (hJP : J * P = s • P) (hPJ : P * J = s • P)
    (hπ : ∀ a, J * π a = -(π a * J)) (h₁ : J * R₁ = R₁ * J) (h₂ : J * R₂ = R₂ * J)
    (a b c : Fin 3) :
    P * (π a * R₁ * π b * R₂ * π c) * P = 0 := by
  have h := odd_order_vanishes (n := 2)
    (V := fun i => π (if i = 0 then a else if i = 1 then b else c))
    (R := fun i => if i = 1 then R₁ else R₂) hJ hJP hPJ (fun i => hπ _)
    (fun i => by split_ifs <;> assumption) (by decide)
  simpa [chain] using h
```

For the series as a whole, one more sign rule is needed: reversing all couplings multiplies a chain by $(-1)^{n+1}$. This is again an induction.

```lean
/-- Reversing the sign of all `n + 1` couplings multiplies the chain by `(-1)^(n+1)`. -/
theorem chain_neg (V R : ℕ → A) (n : ℕ) :
    chain (fun i => -V i) R n = (-1 : ℂ) ^ (n + 1) • chain V R n := by
  induction n with
  | zero => simp [chain]
  | succ n ih =>
    simp only [chain, ih, pow_succ (-1 : ℂ) (n + 1), smul_mul_assoc, mul_neg,
      mul_one, neg_smul]
```

The series is then even in $k$. The proof first checks that $V(k)$ is odd under $J$ and that $V(-k)=-V(k)$. It then compares the sums term by term: for even $n$ both terms vanish, and for odd $n$ the signs cancel.

```lean
/-- With inversion symmetry, `bandSeries` for a band subspace of definite parity takes the same
value at `k` and `-k`, for every cutoff `N`. -/
theorem bandSeries_even {J P : A} {s : ℂ} {π : Fin 3 → A} {R : ℕ → ℕ → A}
    (hJ : J * J = 1) (hJP : J * P = s • P) (hPJ : P * J = s • P)
    (hπ : ∀ a, J * π a = -(π a * J)) (hR : ∀ n i, J * R n i = R n i * J)
    (N : ℕ) (k : Fin 3 → ℝ) :
    bandSeries P π R N (-k) = bandSeries P π R N k := by
  have hodd : ∀ q : Fin 3 → ℝ, J * kpCoupling π q = -(kpCoupling π q * J) := by
    intro q
    simp only [kpCoupling, Finset.mul_sum, Finset.sum_mul, mul_smul_comm,
      smul_mul_assoc, hπ, smul_neg, Finset.sum_neg_distrib]
  have hneg : kpCoupling π (-k) = -kpCoupling π k := by
    simp [kpCoupling]
  unfold bandSeries
  refine Finset.sum_congr rfl fun n _ => ?_
  rcases Nat.even_or_odd n with hn | hn
  · -- An odd number of couplings: both terms vanish.
    rw [odd_order_vanishes hJ hJP hPJ (fun _ => hodd (-k)) (hR n) hn,
      odd_order_vanishes hJ hJP hPJ (fun _ => hodd k) (hR n) hn]
  · -- An even number of couplings: the signs cancel.
    rw [hneg, chain_neg (fun _ => kpCoupling π k) (R n) n,
      hn.add_one.neg_one_pow, one_smul]
```

In one-electron band theory, this removes linear Rashba-type and cubic Dresselhaus terms from a finite-order k·p Hamiltonian for bands of one parity, expanded about an inversion-invariant point. Combined with time reversal, evenness in $k$ would also give the twofold spin degeneracy of the bands, but time reversal plays no part in these theorems.

Q: Could the assumptions be so strong that every order vanishes?

A: A two-level model shows that they aren't. It has one even and one odd level, and $P$ projects on the even one.

```lean
/-- Inversion in a model with one even and one odd level. -/
def J₂ : Matrix (Fin 2) (Fin 2) ℂ := !![1, 0; 0, -1]

/-- Projector on the even level. -/
def P₂ : Matrix (Fin 2) (Fin 2) ℂ := !![1, 0; 0, 0]
```

The coupling has interlevel elements $p$ and $q$, and an element $d$ on the odd level. The resolvent has the value $r$ there. In a physical (Hermitian) model $q=\bar p$, and $d$ and $r$ are real.

```lean
/-- Coupling with interlevel elements `p`, `q` and a diagonal element `d` on the odd level. -/
def V₂ (p q d : ℂ) : Matrix (Fin 2) (Fin 2) ℂ := !![0, p; q, d]

/-- Reduced resolvent, with value `r` on the odd level and zero on the even level. -/
def R₂ (r : ℂ) : Matrix (Fin 2) (Fin 2) ℂ := !![0, 0; 0, r]
```

With $d=0$ all the symmetry relations hold, and the second-order term is $pqr\,P$. Lean checks the matrices entry by entry.

```lean
/-- The two-level model with `d = 0` meets all the symmetry hypotheses, and its
second-order term is `p q r` times the projector. -/
theorem two_level_witness (p q r : ℂ) :
    J₂ * J₂ = 1 ∧ J₂ * P₂ = (1 : ℂ) • P₂ ∧ P₂ * J₂ = (1 : ℂ) • P₂ ∧
    J₂ * V₂ p q 0 = -(V₂ p q 0 * J₂) ∧ J₂ * R₂ r = R₂ r * J₂ ∧
    P₂ * chain (fun _ => V₂ p q 0) (fun _ => R₂ r) 1 * P₂ = (p * q * r) • P₂ := by
  refine ⟨?_, ?_, ?_, ?_, ?_, ?_⟩ <;> ext i j <;> fin_cases i <;> fin_cases j <;>
    simp [J₂, P₂, V₂, R₂, chain, Matrix.mul_apply, Fin.sum_univ_succ]
  ring
```

With $d\neq0$ the coupling is no longer odd, and the third-order term is $pqdr^2\,P$: the path goes up by one interlevel element, stays through $d$, and returns by the other.

```lean
/-- With a diagonal element `d` in the coupling, the third-order term of the two-level
model is `p q d r²` times the projector. -/
theorem third_order_without_inversion (p q d r : ℂ) :
    P₂ * chain (fun _ => V₂ p q d) (fun _ => R₂ r) 2 * P₂ =
      (p * q * d * r ^ 2) • P₂ := by
  ext i j
  fin_cases i <;> fin_cases j <;>
    simp [P₂, V₂, R₂, chain, Matrix.mul_apply, Fin.sum_univ_succ]
  ring

end

end InversionKP
```

Q: Is that a model of zincblende?

A: No. It has no spin, and it breaks parity in the coupling. In zincblende the bare momentum $-i\hbar\nabla$ is still odd, but the crystal potential is not even, so the resolvents and band states lose their parity properties.

Q: What would I do with the result in a k·p code?

A: For diamond-structure silicon at $\Gamma$, you can omit the odd-order tensors of a one-parity band set, or compute them as a check. Values well above numerical error point to inversion broken somewhere in the input or basis, or to a band set of mixed parity.

```lean
#print axioms InversionKP.odd_order_vanishes
-- 'InversionKP.odd_order_vanishes' depends on axioms: [propext, Classical.choice, Quot.sound]
#print axioms InversionKP.cubic_tensor_vanishes
-- 'InversionKP.cubic_tensor_vanishes' depends on axioms: [propext, Classical.choice, Quot.sound]
#print axioms InversionKP.bandSeries_even
-- 'InversionKP.bandSeries_even' depends on axioms: [propext, Classical.choice, Quot.sound]
#print axioms InversionKP.third_order_without_inversion
-- 'InversionKP.third_order_without_inversion' depends on axioms: [propext, Classical.choice, Quot.sound]
```
